# A Cartesian Gaussian shell of degree l has (l + 1)(l + 2)/2 members

The Cartesian Gaussians x^i y^j z^k exp(−αr²) of degree l, with α fixed, are labelled by the triples of natural numbers with i + j + k = l, and `two_mul_card_cartesian` states that twice the number of these triples is (l + 1)(l + 2). For l = 2 this gives the six Cartesian d functions. The statement only counts labels, so the normalisation of the functions plays no part in it. The proof matches the triples with the pairs (n, i) where i ≤ n ≤ l and n stands for i + j, using maps in both directions, and then sums n + 1 over n by induction on l.

The failing Lean file:

```lean
import Mathlib

open Finset

namespace TwoMulCardCartesian

/-- The exponent triples `(i, j, k)` with `i + j + k = l`, which label the Cartesian Gaussians
`x^i y^j z^k exp(-α r²)` of degree `l`. -/
def cartesianShell (l : ℕ) : Finset (ℕ × ℕ × ℕ) :=
  (range (l + 1) ×ˢ range (l + 1) ×ˢ range (l + 1)).filter
    (fun p => p.1 + p.2.1 + p.2.2 = l)

/-- A triple of natural numbers belongs to the Cartesian shell of degree `l` exactly when
its entries add up to `l`. -/
theorem mem_cartesianShell (l : ℕ) (p : ℕ × ℕ × ℕ) :
    p ∈ cartesianShell l ↔ p.1 + p.2.1 + p.2.2 = l := by
  simp only [cartesianShell, mem_filter, mem_product, mem_range]
  omega

/-- Twice the number of Cartesian Gaussians of degree `l` is `(l + 1)(l + 2)`. -/
theorem two_mul_card_cartesian (l : ℕ) :
    2 * (cartesianShell l).card = (l + 1) * (l + 2) := by
  -- sort the triples by n = i + j, which leaves n + 1 choices of i
  have h : (cartesianShell l).card
      = ((range (l + 1)).sigma (fun n => range (n + 1))).card := by
    refine Finset.card_bij'
      (fun p _ => (⟨p.1 + p.2.1, p.1⟩ : Σ _ : ℕ, ℕ))
      (fun q _ => (q.2, q.1 - q.2, l - q.1)) ?_ ?_ ?_ ?_
    · rintro ⟨a, b, c⟩ h
      simp only [mem_cartesianShell, mem_sigma, mem_range] at h ⊢
      omega
    · rintro ⟨n, i⟩ h
      simp only [mem_cartesianShell, mem_sigma, mem_range] at h ⊢
      omega
    · rintro ⟨a, b, c⟩ h
      simp only [mem_cartesianShell, Prod.mk.injEq] at h ⊢
      omega
    · rintro ⟨n, i⟩ h
      simp only [mem_sigma, mem_range, Sigma.mk.injEq, heq_eq_eq] at h ⊢
      omega
  rw [h, Finset.card_sigma]
  simp only [Finset.card_range]
  clear h
  induction l with
  | zero => simp
  | succ l ih =>
    rw [Finset.sum_range_succ, mul_add, ih]
    ring

end TwoMulCardCartesian
```

The compiler's answer:

```
Main.lean:37:6: error: omega could not prove the goal:
a possible counterexample may satisfy the constraints
  f ≥ 0
  e ≥ 0
  d ≥ 0
  d + e - f ≤ 0
where
 d := ↑b
 e := ↑c
 f := ↑l
Main.lean:40:6: error: omega could not prove the goal:
a possible counterexample may satisfy the constraints
  c ≥ 0
  b ≥ 0
  b - c ≥ 0
  a ≥ 0
  a - b ≥ 0
where
 a := ↑l
 b := ↑n
 c := ↑i
```

This version goes through:

```diff
@@ -34,8 +34,8 @@
       omega
     · rintro ⟨a, b, c⟩ h
-      simp only [mem_cartesianShell, Prod.mk.injEq] at h ⊢
+      simp only [mem_cartesianShell, Prod.mk.injEq, true_and] at h ⊢
       omega
     · rintro ⟨n, i⟩ h
-      simp only [mem_sigma, mem_range, Sigma.mk.injEq, heq_eq_eq] at h ⊢
+      simp only [mem_sigma, mem_range, Sigma.mk.injEq, heq_eq_eq, and_true] at h ⊢
       omega
   rw [h, Finset.card_sigma]
```

Diagnosis. Both errors come from the goals which say that the two maps undo each other. In each, `simp only` splits an equation between tuples into components, and one component, `a = a` in the first and `i = i` in the second, becomes `True`. With no lemma given to remove it, the `True` stays in the conjunction.

`omega` proves a goal by refuting its negation. The negated conjunction splits into cases, one of which is `¬True`. That case is absurd, but `omega` doesn't read it as an arithmetic fact, so it has only the hypotheses left to work with, and they are consistent. The counterexamples show this, as their constraints say no more than `a + b + c = l` in the first message and `i ≤ n ≤ l` in the second.

The `True` stands on the left in the first goal, where `true_and` removes it, and on the right in the second, where `and_true` does. What remains is plain arithmetic, which `omega` proves.
